# Beads sampled from a C¹ path never overestimate its kinetic action

Suppose I place the beads of a discretised instanton on one fixed smooth path in imaginary time, without relaxing them again when I change the grid. The springs between neighbouring beads then stand in for the kinetic part of the Euclidean action, $\int_0^T \|\dot x\|^2/2\,d\tau$, in mass-weighted coordinates. For $x(\tau)=\tau^2$ on $[0,1]$ the integral is $2/3$. One spring gives $1/2$, and two equal time steps give $5/8$. Do the springs always approach from below, even on an uneven grid, or could an unlucky extra bead lower the sum? And when is there no error at all?

## What each spring misses is the velocity fluctuation

With the path held fixed, the springs never give too much, and an extra bead never lowers their sum. The formal statement therefore takes a single path $x$ with velocity $v$ and lets only the grid vary. Here $T$ is the length of imaginary time, not the temperature. For a grid $0=t_0<\dots<t_N=T$, the spring action is

$$S_N=\sum_{i=0}^{N-1}\frac{\|x(t_{i+1})-x(t_i)\|^2}{2(t_{i+1}-t_i)}.$$

**One interval.** Take $a<b$ and let $u=(x(b)-x(a))/(b-a)$ be the mean velocity. The spring term is $(b-a)\|u\|^2/2$. Since $\langle u,x\rangle$ has derivative $\langle u,v\rangle$,

$$\int_a^b\langle u,v\rangle\,d\tau=\langle u,x(b)-x(a)\rangle=(b-a)\|u\|^2.$$

Expanding the square then gives

$$\int_a^b\frac{\|v-u\|^2}{2}d\tau=\int_a^b\frac{\|v\|^2}{2}d\tau-(b-a)\|u\|^2+\frac{b-a}{2}\|u\|^2=\int_a^b\frac{\|v\|^2}{2}d\tau-\frac{b-a}{2}\|u\|^2.$$

So the spring falls short by exactly the action of the velocity fluctuation, which is nonnegative.

If the shortfall is zero, continuity of $v$ forces $v=u$ on the whole interval. Then $x-\tau u$ has zero derivative, and $x$ is affine. Conversely, if $x=c+\tau d$, then $v=d$ and both actions equal $(b-a)\|d\|^2/2$.

**All intervals.** Summing gives $S_N\le\int_0^T\|v\|^2/2\,d\tau$. Each term obeys its own inequality, so the totals agree exactly when every term does, that is, when $x$ is affine on every grid interval. Since $v$ is continuous, the constant velocities of neighbouring intervals then agree at their common bead, so $x$ is affine on all of $[0,T]$. A closed path meets this condition only if it stays at rest.

**An extra bead.** For times $a<b<c$ put $p=b-a$, $q=c-b$, $\alpha=\|x(b)-x(a)\|$ and $\beta=\|x(c)-x(b)\|$. Then

$$\frac{\alpha^2}{2p}+\frac{\beta^2}{2q}-\frac{(\alpha+\beta)^2}{2(p+q)}=\frac{(q\alpha-p\beta)^2}{2pq(p+q)}\ge0,$$

and $\|x(c)-x(a)\|\le\alpha+\beta$ by the triangle inequality. Two springs therefore carry at least the action of the one that replaces them. Merging the fine springs inside each coarse interval, one after another, proves the claim for any refinement.

**A single spring.** With $N=1$ the bound reads $\|x(T)-x(0)\|^2/(2T)\le\int_0^T\|v\|^2/2\,d\tau$, with equality for straight motion at constant velocity. On a closed path the single spring is zero, however far the path travels in between.

## Reading the Lean statement

The final theorem is `springAction_main`. Its objects correspond to the physics as follows.

- `E` is any real inner product space. Mass-weighted $\mathbb R^n$ with the Euclidean norm is a special case.
- `IsC1Path x v 0 T` says that `v` is continuous on $[0,T]$ and is the derivative of `x` there, one-sided at the ends. Physically, the velocity has no jumps, as for a classical trajectory in a smooth potential.
- `IsGrid t N T` says that `t` starts at 0, reaches `T` at index `N`, and increases strictly. The sequence continues past `N`, but those later times play no role. Steps may be unequal.
- `springAction x t N` is $S_N$, and `kineticAction v 0 T` is the integral.
- Refinement is the condition `∀ i ≤ N, ∃ j ≤ M, s j = t i`: every point of the old grid `t` occurs in the new grid `s`.

The theorem joins three statements: the bound, the equality criterion and monotonicity under refinement. It asserts neither convergence nor a rate.

In ring-polymer instanton calculations this concerns the kinetic part of the action alone, for a path that stays fixed. Two things are left out. The potential part is also replaced by a sum over beads, whose error can have either sign even on a fixed path, and optimised beads move when the grid changes. The theorem therefore does not say from which side the total action of an optimised instanton approaches its limit.

```lean
import Mathlib

open Set

namespace RingPolymerSpringAction

noncomputable section

variable {E : Type*} [NormedAddCommGroup E] [InnerProductSpace ℝ E]

/-- The path `x` is continuously differentiable on the closed interval `[a, b]`,
with velocity `v` (one-sided at the end points). -/
structure IsC1Path (x v : ℝ → E) (a b : ℝ) : Prop where
  cont : ContinuousOn v (Icc a b)
  deriv : ∀ τ ∈ Icc a b, HasDerivWithinAt x (v τ) (Icc a b) τ

/-- The first `N` steps of the strictly increasing sequence `t` form a grid from `0` to `T`. -/
structure IsGrid (t : ℕ → ℝ) (N : ℕ) (T : ℝ) : Prop where
  start : t 0 = 0
  finish : t N = T
  mono : StrictMono t

/-- The path is affine in time on `[a, b]`. -/
def IsAffineOn (x : ℝ → E) (a b : ℝ) : Prop :=
  ∃ c d : E, ∀ τ ∈ Icc a b, x τ = c + τ • d

/-- The action of one spring joining the beads at times `a < b`. -/
def spring (x : ℝ → E) (a b : ℝ) : ℝ := ‖x b - x a‖ ^ 2 / (2 * (b - a))

/-- The spring action of the first `N` intervals of a strictly increasing grid `t`. -/
def springAction (x : ℝ → E) (t : ℕ → ℝ) (N : ℕ) : ℝ :=
  ∑ i ∈ Finset.range N, spring x (t i) (t (i + 1))

/-- The kinetic action of a path with velocity `v` between times `a` and `b`. -/
def kineticAction (v : ℝ → E) (a b : ℝ) : ℝ := ∫ τ in a..b, ‖v τ‖ ^ 2 / 2

/-- On one interval, the kinetic action of a C1 path exceeds the spring term by the action of
the velocity fluctuation about the mean velocity. -/
theorem kineticAction_sub_spring {x v : ℝ → E} {a b : ℝ} (hab : a < b)
    (h : IsC1Path x v a b) :
    kineticAction v a b - spring x a b =
      ∫ τ in a..b, ‖v τ - (b - a)⁻¹ • (x b - x a)‖ ^ 2 / 2 := by
  obtain ⟨u, hu⟩ : ∃ u, u = (b - a)⁻¹ • (x b - x a) := ⟨_, rfl⟩
  rw [← hu]
  have hxc : ContinuousOn x (Icc a b) := fun τ hτ => (h.deriv τ hτ).continuousWithinAt
  have i1 : IntervalIntegrable (fun τ => ‖v τ‖ ^ 2 / 2) MeasureTheory.volume a b :=
    ((h.cont.norm.pow 2).div_const 2).intervalIntegrable_of_Icc hab.le
  have i2 : IntervalIntegrable (fun τ => inner ℝ u (v τ)) MeasureTheory.volume a b :=
    (continuousOn_const.inner h.cont).intervalIntegrable_of_Icc hab.le
  have i3 : IntervalIntegrable (fun τ => ‖v τ‖ ^ 2 / 2 - inner ℝ u (v τ))
      MeasureTheory.volume a b := i1.sub i2
  -- the fundamental theorem of calculus for the component of the path along `u`
  have ftc : ∫ τ in a..b, inner ℝ u (v τ) = inner ℝ u (x b) - inner ℝ u (x a) := by
    refine intervalIntegral.integral_eq_sub_of_hasDerivAt_of_le
      (f := fun τ => inner ℝ u (x τ)) hab.le (continuousOn_const.inner hxc) ?_ i2
    intro τ hτ
    have hd := (h.deriv τ (Ioo_subset_Icc_self hτ)).hasDerivAt (Icc_mem_nhds hτ.1 hτ.2)
    simpa using (hasDerivAt_const τ u).inner ℝ hd
  have expand : ∀ τ, ‖v τ - u‖ ^ 2 / 2 =
      ‖v τ‖ ^ 2 / 2 - inner ℝ u (v τ) + ‖u‖ ^ 2 / 2 := by
    intro τ
    rw [norm_sub_sq_real, real_inner_comm]
    ring
  simp_rw [expand]
  rw [intervalIntegral.integral_add i3 intervalIntegrable_const,
    intervalIntegral.integral_sub i1 i2, ftc, intervalIntegral.integral_const,
    ← inner_sub_right, smul_eq_mul]
  have e1 : inner ℝ u (x b - x a) = (b - a)⁻¹ * ‖x b - x a‖ ^ 2 := by
    rw [hu, real_inner_smul_left, real_inner_self_eq_norm_sq]
  have e2 : ‖u‖ ^ 2 = ((b - a)⁻¹) ^ 2 * ‖x b - x a‖ ^ 2 := by
    rw [hu, norm_smul, mul_pow, Real.norm_eq_abs, sq_abs]
  have e3 : spring x a b = (b - a)⁻¹ * ‖x b - x a‖ ^ 2 / 2 := by
    rw [spring, div_eq_mul_inv, mul_inv]
    ring
  have e4 : (b - a) * (b - a)⁻¹ = 1 := mul_inv_cancel₀ (sub_pos.2 hab).ne'
  rw [e1, e2, e3, kineticAction]
  linear_combination (-((b - a)⁻¹ * ‖x b - x a‖ ^ 2 / 2)) * e4

/-- On one interval, the spring term of a C1 path never exceeds its kinetic action. -/
theorem spring_le_kineticAction {x v : ℝ → E} {a b : ℝ} (hab : a < b)
    (h : IsC1Path x v a b) : spring x a b ≤ kineticAction v a b := by
  rw [← sub_nonneg, kineticAction_sub_spring hab h]
  exact intervalIntegral.integral_nonneg hab.le (fun τ _ => by positivity)

/-- On one interval, the spring term of a C1 path equals its kinetic action exactly when the
path is affine there. -/
theorem spring_eq_kineticAction_iff {x v : ℝ → E} {a b : ℝ} (hab : a < b)
    (h : IsC1Path x v a b) : spring x a b = kineticAction v a b ↔ IsAffineOn x a b := by
  constructor
  · intro heq
    have gap := kineticAction_sub_spring hab h
    obtain ⟨u, hu⟩ : ∃ u, u = (b - a)⁻¹ • (x b - x a) := ⟨_, rfl⟩
    rw [← hu, heq, sub_self] at gap
    -- a continuous fluctuation with zero action vanishes
    have hvu : ∀ τ ∈ Icc a b, v τ = u := by
      intro τ hτ
      by_contra hne
      have hp : 0 < ‖v τ - u‖ := norm_pos_iff.mpr (sub_ne_zero.mpr hne)
      have hpos : 0 < ∫ τ in a..b, ‖v τ - u‖ ^ 2 / 2 :=
        intervalIntegral.integral_pos hab
          (((h.cont.sub continuousOn_const).norm.pow 2).div_const 2)
          (fun r _ => by positivity) ⟨τ, hτ, by positivity⟩
      linarith
    have hd : ∀ r ∈ Icc a b,
        HasDerivWithinAt (fun r => x r - r • u) (0 : E) (Icc a b) r := by
      intro r hr
      have h2 := (h.deriv r hr).fun_sub ((hasDerivWithinAt_id r (Icc a b)).smul_const u)
      exact h2.congr_deriv (by rw [hvu r hr, one_smul, sub_self])
    refine ⟨x a - a • u, u, fun τ hτ => ?_⟩
    have h3 := Convex.norm_image_sub_le_of_norm_hasDerivWithin_le (C := 0)
      (f' := fun _ => (0 : E)) hd (fun r _ => by simp) (convex_Icc a b)
      (left_mem_Icc.2 hab.le) hτ
    have h4 : (x τ - τ • u) - (x a - a • u) = 0 :=
      norm_le_zero_iff.mp (by simpa only [zero_mul] using h3)
    linear_combination (norm := module) h4
  · rintro ⟨c, d, hx⟩
    -- an affine path has constant velocity
    have hv : ∀ τ ∈ Icc a b, v τ = d := by
      intro τ hτ
      have h1 : HasDerivWithinAt (fun r : ℝ => c + r • d) ((1 : ℝ) • d) (Icc a b) τ :=
        ((hasDerivWithinAt_id τ (Icc a b)).smul_const d).const_add c
      have h2 := h1.congr hx (hx τ hτ)
      have hq := uniqueDiffOn_Icc hab τ hτ
      rw [← (h.deriv τ hτ).derivWithin hq, h2.derivWithin hq, one_smul]
    have hI : kineticAction v a b = ∫ _ in a..b, ‖d‖ ^ 2 / 2 := by
      refine intervalIntegral.integral_congr (fun τ hτ => ?_)
      rw [uIcc_of_le hab.le] at hτ
      simp only [hv τ hτ]
    have hΔ : x b - x a = (b - a) • d := by
      rw [hx b (right_mem_Icc.2 hab.le), hx a (left_mem_Icc.2 hab.le)]
      module
    rw [hI, intervalIntegral.integral_const, smul_eq_mul, spring, hΔ, norm_smul, mul_pow,
      Real.norm_eq_abs, sq_abs, div_eq_iff (mul_ne_zero two_ne_zero (sub_pos.2 hab).ne')]
    ring

omit [InnerProductSpace ℝ E] in
/-- Removing the middle bead of three at times `a < b < c` never raises the spring action. -/
theorem spring_le_add (x : ℝ → E) {a b c : ℝ} (hab : a < b) (hbc : b < c) :
    spring x a c ≤ spring x a b + spring x b c := by
  have key : ∀ p q α β : ℝ, 0 < p → 0 < q →
      (α + β) ^ 2 / (2 * (p + q)) ≤ α ^ 2 / (2 * p) + β ^ 2 / (2 * q) := by
    intro p q α β hp hq
    have hpq : p + q ≠ 0 := by positivity
    have e : α ^ 2 / (2 * p) + β ^ 2 / (2 * q) - (α + β) ^ 2 / (2 * (p + q)) =
        (q * α - p * β) ^ 2 / (2 * p * q * (p + q)) := by
      field_simp
      ring
    have : 0 ≤ (q * α - p * β) ^ 2 / (2 * p * q * (p + q)) := by positivity
    linarith
  have hn : ‖x c - x a‖ ≤ ‖x b - x a‖ + ‖x c - x b‖ := by
    rw [add_comm]
    exact norm_sub_le_norm_sub_add_norm_sub _ _ _
  have hac : 0 < c - a := by linarith
  have h := key (b - a) (c - b) ‖x b - x a‖ ‖x c - x b‖ (sub_pos.2 hab) (sub_pos.2 hbc)
  rw [show b - a + (c - b) = c - a by ring] at h
  refine le_trans ?_ h
  unfold spring
  gcongr

omit [InnerProductSpace ℝ E] in
/-- Replacing the springs between grid points `l < m` by a single spring never raises the
spring action up to `m`, for strictly increasing times. -/
theorem springAction_add_spring_le (x : ℝ → E) {s : ℕ → ℝ} (hs : StrictMono s) {l m : ℕ}
    (hlm : l < m) : springAction x s l + spring x (s l) (s m) ≤ springAction x s m := by
  induction m with
  | zero => omega
  | succ m ih =>
    have hsum : springAction x s (m + 1) =
        springAction x s m + spring x (s m) (s (m + 1)) := Finset.sum_range_succ _ _
    rcases (Nat.le_of_lt_succ hlm).lt_or_eq with hl | rfl
    · have h1 := ih hl
      have h2 := spring_le_add x (hs hl) (hs (Nat.lt_succ_self m))
      linarith
    · exact hsum.ge

omit [InnerProductSpace ℝ E] in
/-- Refining a grid never lowers the spring action, for any path, smooth or not. -/
theorem springAction_le_of_refines (x : ℝ → E) {t s : ℕ → ℝ} {N M : ℕ} {T : ℝ}
    (ht : IsGrid t N T) (hs : IsGrid s M T) (href : ∀ i ≤ N, ∃ j ≤ M, s j = t i) :
    springAction x t N ≤ springAction x s M := by
  -- compare the partial actions up to each common grid point
  have main : ∀ i ≤ N, ∀ j, s j = t i → springAction x t i ≤ springAction x s j := by
    intro i
    induction i with
    | zero =>
      intro _ j _
      have h0 : springAction x t 0 = 0 := Finset.sum_range_zero _
      rw [h0]
      refine Finset.sum_nonneg (fun k _ => ?_)
      have hk := hs.mono (Nat.lt_succ_self k)
      exact div_nonneg (sq_nonneg _) (by linarith)
    | succ i ih =>
      intro hi j hji
      obtain ⟨k, _, hki⟩ := href i (by omega)
      have hkj : k < j := by
        rw [← hs.mono.lt_iff_lt, hki, hji]
        exact ht.mono (Nat.lt_succ_self i)
      have h1 := ih (by omega) k hki
      have h2 := springAction_add_spring_le x hs.mono hkj
      rw [hki, hji] at h2
      have hsum : springAction x t (i + 1) =
          springAction x t i + spring x (t i) (t (i + 1)) := Finset.sum_range_succ _ _
      linarith
  exact main N le_rfl M (hs.finish.trans ht.finish.symm)

/-- For a C1 path on `[0, T]`, the spring action on a grid is at most the kinetic action, equals
it exactly when the path is affine on every grid interval, and never falls on refinement. -/
theorem springAction_main {x v : ℝ → E} {t : ℕ → ℝ} {N : ℕ} {T : ℝ}
    (h : IsC1Path x v 0 T) (ht : IsGrid t N T) :
    springAction x t N ≤ kineticAction v 0 T ∧
    (springAction x t N = kineticAction v 0 T ↔
      ∀ i < N, IsAffineOn x (t i) (t (i + 1))) ∧
    ∀ (s : ℕ → ℝ) (M : ℕ), IsGrid s M T → (∀ i ≤ N, ∃ j ≤ M, s j = t i) →
      springAction x t N ≤ springAction x s M := by
  have hstep : ∀ i, t i < t (i + 1) := fun i => ht.mono (Nat.lt_succ_self i)
  have hseg : ∀ i < N, IsC1Path x v (t i) (t (i + 1)) := by
    intro i hi
    have h0 := ht.mono.monotone (Nat.zero_le i)
    have h1 := ht.mono.monotone (Nat.succ_le_of_lt hi)
    rw [ht.start] at h0
    rw [ht.finish] at h1
    have hsub : Icc (t i) (t (i + 1)) ⊆ Icc 0 T := Icc_subset_Icc h0 h1
    exact ⟨h.cont.mono hsub, fun τ hτ => (h.deriv τ (hsub hτ)).mono hsub⟩
  -- the kinetic action is additive over the grid intervals
  have hsum : ∑ i ∈ Finset.range N, kineticAction v (t i) (t (i + 1)) =
      kineticAction v 0 T := by
    have hadd := intervalIntegral.sum_integral_adjacent_intervals
      (f := fun τ => ‖v τ‖ ^ 2 / 2) (μ := MeasureTheory.volume) (a := t) (n := N)
      (fun i hi => (((hseg i hi).cont.norm.pow 2).div_const 2).intervalIntegrable_of_Icc
        (hstep i).le)
    rw [ht.start, ht.finish] at hadd
    exact hadd
  have hle : ∀ i ∈ Finset.range N,
      spring x (t i) (t (i + 1)) ≤ kineticAction v (t i) (t (i + 1)) := fun i hi =>
    spring_le_kineticAction (hstep i) (hseg i (Finset.mem_range.mp hi))
  refine ⟨?_, ?_, fun s M hs href => springAction_le_of_refines x ht hs href⟩
  · rw [← hsum]
    exact Finset.sum_le_sum hle
  · rw [← hsum, springAction, Finset.sum_eq_sum_iff_of_le hle]
    exact ⟨fun H i hi => (spring_eq_kineticAction_iff (hstep i) (hseg i hi)).mp
        (H i (Finset.mem_range.mpr hi)),
      fun H i hi => (spring_eq_kineticAction_iff (hstep i)
        (hseg i (Finset.mem_range.mp hi))).mpr (H i (Finset.mem_range.mp hi))⟩

end

end RingPolymerSpringAction
```

```lean
#print axioms RingPolymerSpringAction.spring_le_kineticAction
#print axioms RingPolymerSpringAction.springAction_main
```

```
'RingPolymerSpringAction.spring_le_kineticAction' depends on axioms: [propext, Classical.choice, Quot.sound]
'RingPolymerSpringAction.springAction_main' depends on axioms: [propext, Classical.choice, Quot.sound]
```

## From the one-interval identity to the whole grid

`kineticAction_sub_spring` is the fluctuation identity. Inside it, `ftc` integrates $\langle u,v\rangle$, `expand` opens the square, and `linear_combination` collects the terms. `spring_le_kineticAction` follows because the integrand is nonnegative.

In `spring_eq_kineticAction_iff`, a point with $v\ne u$ would make the fluctuation integral strictly positive, a contradiction. The mean value inequality with bound zero then shows that $x-\tau u$ is constant. The converse uses uniqueness of the derivative on the interval to obtain $v=d$.

`spring_le_add` is the three-bead inequality, with the algebraic identity in `key`. `springAction_add_spring_le` extends it by induction to any number of merged springs. `springAction_le_of_refines` runs a second induction, over the points of the coarse grid, comparing the partial sums up to each common time. These three lemmas use only the norm and need no smoothness of the path.

Finally, `springAction_main` restricts the C¹ hypothesis to each interval and adds the integrals over adjacent intervals. `Finset.sum_eq_sum_iff_of_le` turns equality of the totals into equality term by term.
